# For finite matrices, the commutators of a vector operator are equivalent to its finite rotation law

To ask what happens to a spin or dipole operator when a quantum system is turned through a finite angle, one must first fix what turning an operator means. Here it means conjugation: an operator \(X\), rotated by the real angle \(t\) with generator \(A\), becomes \(e^{-itA}Xe^{itA}\), where \(A\) and \(X\) are complex square matrices of equal finite size.

```lean
import Mathlib

open Matrix
open Complex (I)
open scoped Matrix.Norms.Operator

namespace VectorOperatorRotation

noncomputable section

variable {ι : Type*} [Fintype ι] [DecidableEq ι]

/-- The operator `X` rotated by the angle `t` with generator `A`: `exp(-itA) X exp(itA)`. -/
def rotate (A : Matrix ι ι ℂ) (t : ℝ) (X : Matrix ι ι ℂ) : Matrix ι ι ℂ :=
  NormedSpace.exp ((-I * t) • A) * X * NormedSpace.exp ((I * t) • A)

/-- The infinitesimal rotation `-i[A, X]` of the operator `X` with generator `A`. -/
def rate (A X : Matrix ι ι ℂ) : Matrix ι ι ℂ := (-I) • (A * X - X * A)

/-- The component `m·V` of a triple of operators along a real vector `m`. -/
def along (V : Fin 3 → Matrix ι ι ℂ) (m : Fin 3 → ℝ) : Matrix ι ι ℂ := ∑ k, m k • V k

/-- The Rodrigues formula `cos t m + sin t (n × m) + (1 - cos t)(n·m) n`. -/
def rodrigues (n : Fin 3 → ℝ) (t : ℝ) (m : Fin 3 → ℝ) : Fin 3 → ℝ :=
  Real.cos t • m + Real.sin t • (n ⨯₃ m) + ((1 - Real.cos t) * (n ⬝ᵥ m)) • n

/-- `V` is a vector operator with respect to `J`: `[n·J, m·V] = i (n × m)·V` for every real
unit vector `n` and every real vector `m`. -/
def IsVectorOperator (J V : Fin 3 → Matrix ι ι ℂ) : Prop :=
  ∀ n : Fin 3 → ℝ, n ⬝ᵥ n = 1 → ∀ m : Fin 3 → ℝ,
    along J n * along V m - along V m * along J n = I • along V (n ⨯₃ m)

omit [DecidableEq ι] in
/-- The infinitesimal rotation of `V` is `W` exactly when `[A, V] = iW`. -/
theorem rate_eq_iff {A V W : Matrix ι ι ℂ} : rate A V = W ↔ A * V - V * A = I • W := by
  constructor
  · rintro rfl
    rw [rate, smul_smul, mul_neg, Complex.I_mul_I, neg_neg, one_smul]
  · intro h
    rw [rate, h, smul_smul, neg_mul, Complex.I_mul_I, neg_neg, one_smul]

/-- The exponential `exp(csA)` has derivative `cA exp(ctA)` at `s = t`. -/
theorem hasDerivAt_exp (c : ℂ) (A : Matrix ι ι ℂ) (t : ℝ) :
    HasDerivAt (fun s : ℝ => NormedSpace.exp ((c * s) • A))
      ((c • A) * NormedSpace.exp ((c * t) • A)) t := by
  have h := hasDerivAt_exp_smul_const' (c • A) t
  have e : ∀ s : ℝ, s • (c • A) = (c * s) • A := by
    intro s
    ext i j
    simp only [Matrix.smul_apply, Complex.real_smul, smul_eq_mul]
    ring
  simp only [e] at h
  exact h

/-- The rotated operator `X(t) = exp(-itA) V exp(itA)` obeys `X' = -i[A, X]`. -/
theorem hasDerivAt_rotate (A V : Matrix ι ι ℂ) (t : ℝ) :
    HasDerivAt (fun s => rotate A s V) (rate A (rotate A t V)) t := by
  have h := ((hasDerivAt_exp (-I) A t).mul_const V).fun_mul (hasDerivAt_exp I A t)
  refine h.congr_deriv ?_
  -- the generator commutes with its own exponential
  have hF : A * NormedSpace.exp ((I * t) • A) = NormedSpace.exp ((I * t) • A) * A :=
    ((Commute.refl A).smul_right (I * (t : ℂ))).exp_right
  rw [smul_mul_assoc I A, hF]
  simp only [rate, rotate, smul_mul_assoc, mul_smul_comm, smul_sub, mul_assoc]
  module

/-- Every solution of `X' = -i[A, X]` is its initial value rotated with generator `A`. -/
theorem eq_rotate_of_hasDerivAt (A : Matrix ι ι ℂ) (X : ℝ → Matrix ι ι ℂ)
    (hX : ∀ t, HasDerivAt X (rate A (X t)) t) (t : ℝ) : X t = rotate A t (X 0) := by
  -- undoing the rotation gives a constant operator
  have hY : ∀ s : ℝ, HasDerivAt (fun s : ℝ => NormedSpace.exp ((I * s) • A) * X s *
      NormedSpace.exp ((-I * s) • A)) 0 s := by
    intro s
    have h := ((hasDerivAt_exp I A s).fun_mul (hX s)).fun_mul (hasDerivAt_exp (-I) A s)
    refine h.congr_deriv ?_
    have hF : A * NormedSpace.exp ((I * s) • A) = NormedSpace.exp ((I * s) • A) * A :=
      ((Commute.refl A).smul_right (I * (s : ℂ))).exp_right
    rw [smul_mul_assoc I A, hF]
    simp only [rate, smul_mul_assoc, mul_smul_comm, smul_sub, mul_sub, sub_mul, add_mul,
      mul_assoc]
    module
  have hc := is_const_of_deriv_eq_zero (fun s => (hY s).differentiableAt)
    (fun s => (hY s).deriv) t 0
  have h0 : NormedSpace.exp ((I * t) • A) * X t * NormedSpace.exp ((-I * t) • A) = X 0 := by
    simpa [NormedSpace.exp_zero] using hc
  have inv : NormedSpace.exp ((-I * t) • A) * NormedSpace.exp ((I * t) • A) = 1 := by
    rw [← Matrix.exp_add_of_commute _ _ (((Commute.refl A).smul_left _).smul_right _),
      ← add_smul, neg_mul, neg_add_cancel, zero_smul, NormedSpace.exp_zero]
  rw [rotate, ← h0]
  calc X t = 1 * X t * 1 := by rw [one_mul, mul_one]
    _ = _ := by rw [← inv]; simp only [mul_assoc]

/-- The relations `[A, V] = iW` and `[A, W] = -iV` hold if and only if
`exp(-itA) V exp(itA) = cos t V + sin t W` for all real `t`. -/
theorem commutators_iff_rotation (A V W : Matrix ι ι ℂ) :
    (A * V - V * A = I • W ∧ A * W - W * A = (-I) • V) ↔
      ∀ t : ℝ, rotate A t V = Real.cos t • V + Real.sin t • W := by
  have hd : ∀ t : ℝ, HasDerivAt (fun s => Real.cos s • V + Real.sin s • W)
      ((-Real.sin t) • V + Real.cos t • W) t := fun t =>
    ((Real.hasDerivAt_cos t).smul_const V).fun_add ((Real.hasDerivAt_sin t).smul_const W)
  constructor
  · rintro ⟨h1, h2⟩ t
    have h1' : rate A V = W := rate_eq_iff.2 h1
    have h2' : rate A W = -V := rate_eq_iff.2 (by rw [h2, neg_smul, smul_neg])
    have lin : ∀ a b : ℝ, rate A (a • V + b • W) = a • rate A V + b • rate A W := by
      intro a b
      have hs : ∀ (r : ℝ) (M : Matrix ι ι ℂ), (-I) • (r • M) = r • ((-I) • M) :=
        fun r M => smul_comm _ _ _
      simp only [rate, mul_add, add_mul, mul_smul_comm, smul_mul_assoc, smul_sub, smul_add, hs]
      abel
    have key := eq_rotate_of_hasDerivAt A (fun s => Real.cos s • V + Real.sin s • W)
      (fun s => (hd s).congr_deriv (by rw [lin, h1', h2', smul_neg, neg_smul, add_comm])) t
    simpa using key.symm
  · intro h
    have d : ∀ t : ℝ, rate A (Real.cos t • V + Real.sin t • W) =
        (-Real.sin t) • V + Real.cos t • W := by
      intro t
      have h3 := hasDerivAt_rotate A V t
      simp only [h] at h3
      exact h3.unique (hd t)
    -- angle zero gives the first commutator, a quarter turn the second
    have d0 : rate A V = W := by simpa using d 0
    have d1 : rate A W = -V := by simpa using d (Real.pi / 2)
    exact ⟨rate_eq_iff.1 d0, by rw [rate_eq_iff.1 d1, neg_smul, smul_neg]⟩

/-- For a unit axis `n`, the Rodrigues vector `r(t)` obeys `r' = n × r`. -/
theorem hasDerivAt_rodrigues (n m : Fin 3 → ℝ) (hn : n ⬝ᵥ n = 1) (t : ℝ) :
    HasDerivAt (fun s => rodrigues n s m) (n ⨯₃ rodrigues n t m) t := by
  rw [hasDerivAt_pi]
  intro i
  have h : HasDerivAt (fun s => rodrigues n s m i) _ t :=
    (((Real.hasDerivAt_cos t).mul_const (m i)).fun_add
      ((Real.hasDerivAt_sin t).mul_const ((n ⨯₃ m) i))).fun_add
      ((((Real.hasDerivAt_cos t).const_sub 1).mul_const (n ⬝ᵥ m)).mul_const (n i))
  refine h.congr_deriv ?_
  simp only [dotProduct, Fin.sum_univ_three] at hn
  simp only [rodrigues, cross_apply, Pi.add_apply, Pi.smul_apply, smul_eq_mul, dotProduct,
    Fin.sum_univ_three]
  fin_cases i <;> simp
  · linear_combination Real.sin t * m 0 * hn
  · linear_combination Real.sin t * m 1 * hn
  · linear_combination Real.sin t * m 2 * hn

/-- `V` is a vector operator with respect to `J` if and only if, for every unit axis `n` and angle
`t`, conjugation by `exp(-it n·J)` turns `m·V` into `r·V` with `r = rodrigues n t m`. -/
theorem isVectorOperator_iff_rotation (J V : Fin 3 → Matrix ι ι ℂ) :
    IsVectorOperator J V ↔ ∀ n : Fin 3 → ℝ, n ⬝ᵥ n = 1 → ∀ (t : ℝ) (m : Fin 3 → ℝ),
      rotate (along J n) t (along V m) = along V (rodrigues n t m) := by
  have hd : ∀ n m : Fin 3 → ℝ, n ⬝ᵥ n = 1 → ∀ t : ℝ,
      HasDerivAt (fun s => along V (rodrigues n s m)) (along V (n ⨯₃ rodrigues n t m)) t :=
    fun n m hn t => HasDerivAt.fun_sum fun k _ =>
      (hasDerivAt_pi.1 (hasDerivAt_rodrigues n m hn t) k).smul_const (V k)
  have r0 : ∀ n m : Fin 3 → ℝ, rodrigues n 0 m = m := fun n m => by simp [rodrigues]
  constructor
  · intro h n hn t m
    have key := eq_rotate_of_hasDerivAt (along J n) (fun s => along V (rodrigues n s m))
      (fun s => (hd n m hn s).congr_deriv (rate_eq_iff.2 (h n hn _)).symm) t
    simpa only [r0] using key.symm
  · intro h n hn m
    -- compare the derivatives of both sides at angle zero
    have h3 := hasDerivAt_rotate (along J n) (along V m) 0
    simp only [h n hn] at h3
    have h4 := h3.unique (hd n m hn 0)
    rw [r0] at h4
    exact rate_eq_iff.1 h4

/-- The three spin-1/2 matrices, in units of the reduced Planck constant. -/
def spinHalf : Fin 3 → Matrix (Fin 2) (Fin 2) ℂ :=
  ![!![0, 1 / 2; 1 / 2, 0], !![0, -I / 2; I / 2, 0], !![1 / 2, 0; 0, -1 / 2]]

/-- The spin-1/2 matrices form a vector operator with respect to themselves. -/
theorem isVectorOperator_witness : IsVectorOperator spinHalf spinHalf := by
  intro n _ m
  ext i j
  fin_cases i <;> fin_cases j <;>
    simp [along, spinHalf, Fin.sum_univ_three, cross_apply]
  · ring
  · linear_combination ((n 2 : ℂ) * m 0 - n 0 * m 2) / 2 * Complex.I_sq
  · linear_combination -((n 2 : ℂ) * m 0 - n 0 * m 2) / 2 * Complex.I_sq
  · ring

end

end VectorOperatorRotation
```

```lean
#print axioms VectorOperatorRotation.commutators_iff_rotation
#print axioms VectorOperatorRotation.isVectorOperator_iff_rotation
```

```
'VectorOperatorRotation.commutators_iff_rotation' depends on axioms: [propext, Classical.choice, Quot.sound]
'VectorOperatorRotation.isVectorOperator_iff_rotation' depends on axioms: [propext, Classical.choice, Quot.sound]
```

## Two commutators and one rotating pair

The theorem `commutators_iff_rotation` concerns three matrices \(A\), \(V\), \(W\). It says that

\[
[A,V]=iW \quad\text{and}\quad [A,W]=-iV
\]

hold together if and only if

\[
e^{-itA}\,V\,e^{itA}=\cos t\,V+\sin t\,W\qquad\text{for all real }t .
\]

The standard case is \(A=J_z\), \(V=V_x\), \(W=V_y\): the commutators describe an infinitesimal turn about the \(z\) axis, the second line a finite one.

In Lean, `rotate A t X` is the conjugated operator, and `rate A X` is \(-i[A,X]\), the rate of change of that operator with angle at \(t=0\). The generator is dimensionless, so an angular momentum enters in units of \(\hbar\). Nothing requires \(A\) to be Hermitian. If it is, \(e^{-itA}\) is unitary, and if \(A\) is moreover a component of the system's angular momentum, the conjugation is a physical rotation. For a general matrix \(A\), `rotate` is a similarity transformation, and the equivalence still holds.

## All three components and any axis

In `isVectorOperator_iff_rotation` the letter `V` changes meaning: it is now a triple of matrices, indexed by 0, 1, 2 for \(x\), \(y\), \(z\), and so is `J`. For a real vector \(m\) (not a magnetic quantum number), `along V m` is the component \(m\cdot V=\sum_k m_kV_k\). The predicate `IsVectorOperator J V` states that

\[
[n\cdot J,\;m\cdot V]=i\,(n\times m)\cdot V
\]

for every real unit vector \(n\) and every real \(m\). Choosing coordinate axes for \(n\) and \(m\) gives the textbook form \([J_j,V_k]=i\sum_l\varepsilon_{jkl}V_l\), with \(\varepsilon_{jkl}\) the Levi-Civita symbol. Conversely, multiplying the textbook form by \(n_jm_k\) and summing over \(j\) and \(k\) gives back the relation for general \(n\) and \(m\).

The theorem says that this is equivalent to

\[
e^{-it\,n\cdot J}\,(m\cdot V)\,e^{it\,n\cdot J}=r(t)\cdot V
\]

for every unit axis \(n\), angle \(t\) and vector \(m\), where `rodrigues n t m` is

\[
r(t)=\cos t\,m+\sin t\,(n\times m)+(1-\cos t)(n\cdot m)\,n ,
\]

the vector \(m\) turned by \(t\) about \(n\). No commutation relations among the components of \(J\) are assumed.

In the frame rotating at the resonance frequency, an ideal resonant magnetic resonance pulse acts by this rule on the density matrix of a spin-1/2, with relaxation and couplings to other spins ignored: a turn by \(t\) about \(x\) takes a term \(S_z\) to \(\cos t\,S_z-\sin t\,S_y\). In electronic structure, take a finite orthonormal basis of complete angular momentum shells on one centre. With the origin at that centre, the dipole matrices form a vector operator with respect to the orbital angular momentum matrices. The step that the hypotheses leave open is the passage to position and momentum on the full Hilbert space, where the operators are unbounded and their domains matter.

## Conjugation solves a linear differential equation

Both equivalences rest on one differential equation. Set \(X(t)=e^{-itA}Ve^{itA}\) for a single matrix \(V\). Since \(A\) commutes with its own exponential, the product rule gives

\[
X'(t)=-iA\,X(t)+X(t)\,iA=-i[A,X(t)] .
\]

This is `hasDerivAt_rotate`. The derivative of each exponential comes from `hasDerivAt_exp`, the step `hF` moves \(A\) past the exponential, and `module` collects the terms.

Conversely, let \(X(t)\) be any solution of \(X'=-i[A,X]\), and undo the rotation by setting \(Y(t)=e^{itA}X(t)e^{-itA}\). Then

\[
Y'(t)=e^{itA}\bigl(i[A,X(t)]+X'(t)\bigr)e^{-itA}=0 ,
\]

so \(Y(t)=Y(0)=X(0)\), and therefore \(X(t)=e^{-itA}X(0)e^{itA}\). This is `eq_rotate_of_hasDerivAt`. Its step `hY` is the vanishing derivative, `is_const_of_deriv_eq_zero` makes \(Y\) constant, and `inv` supplies \(e^{-itA}e^{itA}=1\), which returns from \(Y\) to \(X\).

## From the commutators to the rotating pair and back

Multiplying the two commutators by \(-i\) gives \(-i[A,V]=W\) and \(-i[A,W]=-V\). The lemma `rate_eq_iff` converts between the two forms.

Assume the commutators and put \(X(t)=\cos t\,V+\sin t\,W\). By linearity of the commutator, which is the step `lin`,

\[
-i[A,X(t)]=\cos t\,W-\sin t\,V=X'(t) .
\]

Since \(X(0)=V\), the uniqueness result gives \(X(t)=e^{-itA}Ve^{itA}\).

Now assume the finite formula for all \(t\). Its left side has derivative \(-i[A,X(t)]\), its right side can be differentiated directly, and a function has only one derivative (`h3.unique`). Hence

\[
-i[A,\cos t\,V+\sin t\,W]=-\sin t\,V+\cos t\,W .
\]

At \(t=0\) this reads \(-i[A,V]=W\), and at \(t=\pi/2\) it reads \(-i[A,W]=-V\). These are the two commutators, obtained in Lean as `d0` and `d1`.

## The same argument for a turning vector

For three components, the explicit solution is \(r(t)\cdot V\). Differentiating the Rodrigues formula gives

\[
r'(t)=-\sin t\,m+\cos t\,(n\times m)+\sin t\,(n\cdot m)\,n ,
\]

while \(n\times(n\times m)=(n\cdot m)n-(n\cdot n)m\) gives

\[
n\times r(t)=\cos t\,(n\times m)+\sin t\,\bigl[(n\cdot m)n-(n\cdot n)m\bigr].
\]

The two agree because \(n\cdot n=1\). The lemma `hasDerivAt_rodrigues` checks this component by component, and each `linear_combination` uses the unit length once.

If \(V\) is a vector operator with respect to \(J\), then

\[
-i[n\cdot J,\;r(t)\cdot V]=(n\times r(t))\cdot V=\frac{d}{dt}\bigl(r(t)\cdot V\bigr),
\]

and \(r(0)=m\). Uniqueness with \(A=n\cdot J\) gives the finite law. In the other direction, equating the derivatives of both sides of the finite law at \(t=0\) gives \(-i[n\cdot J,m\cdot V]=(n\times m)\cdot V\), which is the defining relation. One angle is enough here because \(m\) is arbitrary. For the pair, the finite law starts from \(V\) only, so the first derivative at \(t=0\) gives just \([A,V]\), and the proof used a second angle to obtain \([A,W]\).

The theorem `isVectorOperator_witness` supplies a nonzero example. The matrices `spinHalf`, which are half the Pauli matrices, form a vector operator with respect to themselves. The proof compares the four matrix entries and uses \(i^2=-1\) in the off-diagonal ones.

## A generator of the wrong size

The first commutator alone does not give the finite formula. Take \(A=2S_z\), \(V=S_x\) and \(W=2S_y\) for a spin-1/2. Then \([A,V]=2iS_y=iW\), as required, but \([A,W]=-4iS_x=-4iV\). The generator is twice too large, so the operator turns at double speed:

\[
e^{-itA}S_xe^{itA}=\cos 2t\,S_x+\sin 2t\,S_y .
\]

At \(t=\pi/2\) this is \(-S_x\), whereas \(\cos t\,V+\sin t\,W\) would be \(2S_y\).

The same matrices show that the finite law for three components does not extend to axes of every length. With \(n=(0,0,2)\) and \(m=(1,0,0)\), the generator \(n\cdot S\) is again \(2S_z\), and the Rodrigues expression again predicts \(2S_y\) at \(t=\pi/2\).
